# Boson loss by a moving charge created with a static hole: angular average of the squared amplitude for $0<qv<w$, small-$qv$ law and forward large-$qv$ limit

The amplitude is taken here as a real function, with no damping in its energy denominators. For a boson of energy $w>0$, such as a plasmon, it is

$$A(w,k,\mu)=\frac1w-\frac1{w-k\mu},\qquad k=qv .$$

Here $q$ is the magnitude of the boson wavevector, $v$ the speed of the charge, $\mu$ the cosine of the angle between the wavevector and the velocity, and $\hbar=1$. One physical reading is photoemission: a static hole and an electron moving at constant velocity appear together at one point. The first term is the loss caused by the hole, and the second is that of the electron, with opposite sign. The coupling constant has been divided out. The quadratic recoil $q^2/2m$, with $m$ the mass of the moving charge, is neglected against $qv$, which requires $q\ll 2mv$. Close to a zero of the denominator $w-k\mu$ it must also be small against $|w-k\mu|$.

Without damping, the amplitude has a pole at $k\mu=w$, where a uniformly moving charge can emit a real boson. For $k<w$ no direction reaches the pole, and the square can be averaged over $\mu$. For large $k$ the direction is held fixed instead. In this model of one undamped boson mode and a classical trajectory, the results cover two limits: the angular average vanishes as $k^2$ for small $k$, and at a fixed direction with $\mu\ne0$ the squared amplitude tends for large $k$ to the static-hole value $1/w^2$.

## The amplitude and its average

```lean
import Mathlib

open Filter Topology

namespace MovingChargeLoss

noncomputable section
```

The first line loads the mathematical library Mathlib. The `open` line gives short names for limits, and the namespace prefixes the names that follow.

```lean
/-- Loss amplitude of a moving charge at loss energy `w`, recoil scale `k = q v` and direction
cosine `μ`; its domain is `w ≠ 0`, `k μ ≠ w`. -/
def lossAmplitude (w k μ : ℝ) : ℝ := 1 / w - 1 / (w - k * μ)
```

This defines $A(w,k,\mu)$ as a function of three real numbers. The product $qv$ enters only as the single number `k`, which the file calls the recoil scale; it sets the size of the shift $\mathbf q\cdot\mathbf v=k\mu$.

```lean
/-- Average of the squared loss amplitude over the direction cosine in `[-1, 1]`,
for `0 ≤ k < w`. -/
def angularAverage (w k : ℝ) : ℝ := (1 / 2) * ∫ μ in (-1 : ℝ)..1, lossAmplitude w k μ ^ 2
```

In ordinary notation,

$$\langle A^2\rangle=\frac12\int_{-1}^{1}A(w,k,\mu)^2\,d\mu ,$$

which is the average over all directions in three dimensions, since the solid angle is uniform in $\mu$. Lean assigns some value to a division by zero or a divergent integral, so the physical domain has to be read from the hypotheses of each theorem.

## No pole below $k=w$

```lean
/-- Over a common denominator the loss amplitude is `-(k μ) / (w (w - k μ))`. -/
theorem lossAmplitude_eq {w k μ : ℝ} (hw : w ≠ 0) (hd : w - k * μ ≠ 0) :
    lossAmplitude w k μ = -(k * μ) / (w * (w - k * μ)) := by
  unfold lossAmplitude
  rw [div_sub_div _ _ hw hd]
  congr 1
  ring
```

A theorem in Lean lists its variables in braces and its hypotheses in parentheses; the claim follows the colon and the proof follows `:= by`. Here `hw` and `hd` say that neither denominator vanishes. The claim is

$$A=\frac{(w-k\mu)-w}{w(w-k\mu)}=-\frac{k\mu}{w(w-k\mu)} .$$

The proof combines the fractions in the same way, and `ring` checks the numerator. The amplitude is therefore zero at $k=0$, where the two charges cancel.

```lean
/-- For `0 < k < w` the energy denominator is positive in every direction. -/
theorem denominator_pos {w k μ : ℝ} (hk : 0 < k) (hkw : k < w)
    (hμ : μ ∈ Set.Icc (-1 : ℝ) 1) : 0 < w - k * μ := by
  have h := mul_le_mul_of_nonneg_left hμ.2 hk.le
  linarith
```

The hypothesis `hμ` places $\mu$ in the closed interval $[-1,1]$. Since $k>0$ and $\mu\le1$, we have $k\mu\le k<w$, and hence $w-k\mu>0$. The tactic `linarith` does the last step, which is linear arithmetic with inequalities.

```lean
/-- For `0 < k < w` the squared loss amplitude is integrable over the direction cosine. -/
theorem sq_integrable {w k : ℝ} (hk : 0 < k) (hkw : k < w) :
    IntervalIntegrable (fun μ => lossAmplitude w k μ ^ 2) MeasureTheory.volume (-1) 1 := by
  apply ContinuousOn.intervalIntegrable
  rw [Set.uIcc_of_le (by norm_num)]
  unfold lossAmplitude
  refine (continuousOn_const.sub (continuousOn_const.div (by fun_prop) ?_)).pow 2
  intro μ hμ
  exact (denominator_pos hk hkw hμ).ne'
```

The squared amplitude is continuous on $[-1,1]$ because its denominator never vanishes there, and a continuous function on a closed interval is integrable. The proof follows this argument, using the preceding theorem for the denominator.

## The closed form with the logarithm

```lean
/-- Closed form of the angular average of the squared loss amplitude for `0 < k < w`. -/
theorem angularAverage_eq {w k : ℝ} (hk : 0 < k) (hkw : k < w) :
    angularAverage w k =
      1 / w ^ 2 - Real.log ((w + k) / (w - k)) / (w * k) + 1 / (w ^ 2 - k ^ 2) := by
  have hw : w ≠ 0 := (hk.trans hkw).ne'
  have hk0 : k ≠ 0 := hk.ne'
  have hm : w - k ≠ 0 := (sub_pos.2 hkw).ne'
  have hp : w + k ≠ 0 := by linarith
  -- an explicit antiderivative of the squared amplitude
  have hF : ∀ μ ∈ Set.uIcc (-1 : ℝ) 1, HasDerivAt
      (fun x : ℝ => x / w ^ 2 + 2 / (w * k) * Real.log (w - k * x) + (1 / k) / (w - k * x))
      (lossAmplitude w k μ ^ 2) μ := by
    intro μ hμ
    rw [Set.uIcc_of_le (by norm_num)] at hμ
    have hne : w - k * μ ≠ 0 := (denominator_pos hk hkw hμ).ne'
    have hd : HasDerivAt (fun x : ℝ => w - k * x) (-k) μ := by
      simpa using ((hasDerivAt_id' μ).const_mul k).const_sub w
    have h1 := (hasDerivAt_id' μ).div_const (w ^ 2)
    have h2 := (hd.log hne).const_mul (2 / (w * k))
    have h3 := (hasDerivAt_const μ (1 / k)).fun_div hd hne
    refine ((h1.fun_add h2).fun_add h3).congr_deriv ?_
    unfold lossAmplitude
    field_simp
    ring
  have hs : w ^ 2 - k ^ 2 = (w - k) * (w + k) := by ring
  rw [angularAverage, intervalIntegral.integral_eq_sub_of_hasDerivAt hF (sq_integrable hk hkw),
    Real.log_div hp hm, hs]
  simp only [mul_one, mul_neg, sub_neg_eq_add]
  generalize Real.log (w - k) = L₁
  generalize Real.log (w + k) = L₂
  field_simp
  ring
```

The theorem states that, for $0<k<w$,

$$\langle A^2\rangle=\frac1{w^2}-\frac1{wk}\ln\frac{w+k}{w-k}+\frac1{w^2-k^2}.$$

To derive it, expand the square:

$$A^2=\frac1{w^2}-\frac{2}{w(w-k\mu)}+\frac1{(w-k\mu)^2}.$$

An antiderivative in $\mu$ is

$$F(\mu)=\frac{\mu}{w^2}+\frac{2}{wk}\ln(w-k\mu)+\frac{1}{k(w-k\mu)} .$$

The derivative of the logarithm supplies a factor $-k$, which gives the middle term; the derivative of the last fraction supplies $+k$. Taking the difference of the endpoints,

$$F(1)-F(-1)=\frac2{w^2}-\frac2{wk}\ln\frac{w+k}{w-k}+\frac1k\left(\frac1{w-k}-\frac1{w+k}\right).$$

The last bracket equals $2k/(w^2-k^2)$, and half of the whole expression is the result.

In the proof, `hF` is the statement that $F'(\mu)=A^2$ at every point of the interval. It is assembled from the derivatives `h1`, `h2` and `h3` of the three terms. The fundamental theorem of calculus then turns the integral into $F(1)-F(-1)$. Finally the two logarithms are replaced by letters `L₁` and `L₂`, `field_simp` clears the denominators, and `ring` verifies the remaining polynomial identity.

As a numerical instance take $w=2$ and $k=1$. Then

$$\langle A^2\rangle=\frac14-\frac{\ln3}{2}+\frac13\approx0.0340 ,$$

which is well below the static-hole value $1/w^2=0.25$.

## Bounds and the threshold law

```lean
/-- Two-sided algebraic bounds on the angular average for `0 < k < w`. -/
theorem angularAverage_bounds {w k : ℝ} (hk : 0 < k) (hkw : k < w) :
    k ^ 2 / (w ^ 2 * (w + k) ^ 2) / 3 ≤ angularAverage w k ∧
      angularAverage w k ≤ k ^ 2 / (w ^ 2 * (w - k) ^ 2) / 3 := by
  have hw : 0 < w := hk.trans hkw
  have hI : ∀ c : ℝ, ∫ μ in (-1 : ℝ)..1, c * μ ^ 2 = c * (2 / 3) := by
    intro c
    rw [intervalIntegral.integral_const_mul, integral_pow]
    norm_num
  have hc : ∀ c : ℝ, IntervalIntegrable (fun μ : ℝ => c * μ ^ 2)
      MeasureTheory.volume (-1) 1 := fun c =>
    Continuous.intervalIntegrable (by fun_prop) _ _
  have hsq : ∀ μ ∈ Set.Icc (-1 : ℝ) 1,
      lossAmplitude w k μ ^ 2 = k ^ 2 / (w ^ 2 * (w - k * μ) ^ 2) * μ ^ 2 := by
    intro μ hμ
    rw [lossAmplitude_eq hw.ne' (denominator_pos hk hkw hμ).ne', div_pow]
    ring
  -- a larger denominator gives a smaller square
  have key : ∀ μ a b : ℝ, 0 < a → a ≤ b →
      k ^ 2 / (w ^ 2 * b ^ 2) * μ ^ 2 ≤ k ^ 2 / (w ^ 2 * a ^ 2) * μ ^ 2 := by
    intro μ a b ha hab
    gcongr
  have lo := intervalIntegral.integral_mono_on (by norm_num)
    (hc (k ^ 2 / (w ^ 2 * (w + k) ^ 2))) (sq_integrable hk hkw) (fun μ hμ => by
      rw [hsq μ hμ]
      exact key μ _ _ (denominator_pos hk hkw hμ) (by nlinarith [hμ.1]))
  have hi := intervalIntegral.integral_mono_on (by norm_num) (sq_integrable hk hkw)
    (hc (k ^ 2 / (w ^ 2 * (w - k) ^ 2))) (fun μ hμ => by
      rw [hsq μ hμ]
      exact key μ _ _ (sub_pos.2 hkw) (by nlinarith [hμ.2]))
  rw [hI] at lo hi
  unfold angularAverage
  constructor <;> linarith
```

The symbol `∧` means "and", so the theorem makes two claims:

$$\frac{k^2}{3w^2(w+k)^2}\le\langle A^2\rangle\le\frac{k^2}{3w^2(w-k)^2}.$$

By the common-denominator form,

$$A^2=\frac{k^2\mu^2}{w^2(w-k\mu)^2},\qquad w-k\le w-k\mu\le w+k .$$

Replacing the denominator by its largest or smallest value bounds the integrand by a constant times $\mu^2$, and the average of $\mu^2$ over $[-1,1]$ is $1/3$. In the proof, `hsq` is the formula for $A^2$, `key` says that a larger denominator gives a smaller square, and `hI` is the integral of $c\mu^2$. The inequalities `lo` and `hi` come from integrating the pointwise bounds. For $w=2$, $k=1$ they read $1/108\le\langle A^2\rangle\le1/12$, in agreement with the value above.

```lean
/-- Threshold law: the angular average divided by `k ^ 2` tends to `1 / (3 w ^ 4)` as `k`
decreases to zero. -/
theorem threshold_law {w : ℝ} (hw : 0 < w) :
    Tendsto (fun k => angularAverage w k / k ^ 2) (𝓝[>] 0) (𝓝 (1 / (3 * w ^ 4))) := by
  -- both bounds have the same limit
  have hlim : ∀ s : ℝ, Tendsto (fun k : ℝ => 1 / (3 * w ^ 2 * (w + s * k) ^ 2))
      (𝓝[>] 0) (𝓝 (1 / (3 * w ^ 4))) := by
    intro s
    have hc : ContinuousAt (fun k : ℝ => 1 / (3 * w ^ 2 * (w + s * k) ^ 2)) 0 := by
      refine continuousAt_const.div (by fun_prop) ?_
      rw [mul_zero, add_zero]
      positivity
    have e : 1 / (3 * w ^ 4) = 1 / (3 * w ^ 2 * (w + s * 0) ^ 2) := by
      rw [mul_zero, add_zero]
      ring
    rw [e]
    exact hc.tendsto.mono_left nhdsWithin_le_nhds
  refine tendsto_of_tendsto_of_tendsto_of_le_of_le' (hlim 1) (hlim (-1)) ?_ ?_
  · filter_upwards [Ioo_mem_nhdsGT hw] with k hk
    have hk0 : 0 < k := hk.1
    rw [le_div_iff₀ (by positivity)]
    refine le_trans (le_of_eq ?_) (angularAverage_bounds hk.1 hk.2).1
    rw [one_mul, div_mul_eq_mul_div, one_mul, div_div]
    congr 1
    ring
  · filter_upwards [Ioo_mem_nhdsGT hw] with k hk
    have hk0 : 0 < k := hk.1
    rw [div_le_iff₀ (by positivity)]
    refine le_trans (angularAverage_bounds hk.1 hk.2).2 (le_of_eq ?_)
    rw [neg_one_mul, ← sub_eq_add_neg, div_mul_eq_mul_div, one_mul, div_div]
    congr 1
    ring
```

`Tendsto f a b` says that $f$ has limit $b$ along the approach $a$. The approach `𝓝[>] 0` means that $k$ goes to zero through positive values, and threshold is only a name for this limit at fixed $w$. Physically it describes small $q$ at fixed speed. Letting $v$ go to zero at fixed $q$ leaves the range of the model, because the neglected recoil $q^2/2m$ is then no longer small compared with $qv$. The statement is

$$\lim_{k\to0^+}\frac{\langle A^2\rangle}{k^2}=\frac1{3w^4},$$

which is the precise form of $\langle A^2\rangle\sim k^2/(3w^4)$.

Dividing the bounds by $k^2$ leaves $1/(3w^2(w\pm k)^2)$ on the two sides, and both tend to $1/(3w^4)$. The proof treats both signs together: `hlim` has a parameter `s`, used with the values $1$ and $-1$. The squeeze theorem then needs the inequalities only for $k$ close to zero, and `filter_upwards` restricts $k$ to $0<k<w$.

Anyone who derives this law from the closed form should take care with the order of the expansion. With $x=k/w$,

$$\frac1{wk}\ln\frac{w+k}{w-k}=\frac{2}{w^2}\left(1+\frac{x^2}{3}+\dots\right),\qquad \frac1{w^2-k^2}=\frac1{w^2}\left(1+x^2+\dots\right).$$

The constant terms cancel, and the quadratic ones leave $(1-\tfrac23)x^2/w^2=k^2/(3w^4)$. If the logarithm is cut off at its first term, the answer comes out three times too large. The proof by bounds never meets this cancellation.

## Large $k$ at fixed direction

```lean
/-- In any direction with `μ ≠ 0`, the deviation of the squared amplitude from `1 / w ^ 2`,
multiplied by `w μ k`, tends to `2` as `k` grows. -/
theorem large_recoil {w μ : ℝ} (hw : w ≠ 0) (hμ : μ ≠ 0) :
    Tendsto (fun k => w * μ * (k * (lossAmplitude w k μ ^ 2 - 1 / w ^ 2))) atTop (𝓝 2) := by
  have hinv : Tendsto (fun k : ℝ => k⁻¹) atTop (𝓝 0) := tendsto_inv_atTop_zero
  have hr : Tendsto (fun k : ℝ => (w * k⁻¹ - μ)⁻¹) atTop (𝓝 (w * 0 - μ)⁻¹) :=
    ((hinv.const_mul w).sub_const μ).inv₀ (by simpa using hμ)
  have hlim := (hr.mul ((hr.mul hinv).sub_const (2 / w))).const_mul (w * μ)
  have e : w * μ * ((w * 0 - μ)⁻¹ * ((w * 0 - μ)⁻¹ * 0 - 2 / w)) = 2 := by
    simp only [mul_zero, zero_sub, inv_neg, neg_mul_neg]
    field_simp
  rw [e] at hlim
  refine hlim.congr' ?_
  filter_upwards [eventually_gt_atTop 0, eventually_ne_atTop (w / μ)] with k hk hne
  have hd : w - k * μ ≠ 0 := fun h => hne ((eq_div_iff hμ).2 (by linarith))
  have h1 : w * k⁻¹ - μ = (w - k * μ) / k := by field_simp
  rw [h1, inv_div]
  unfold lossAmplitude
  field_simp
  ring
```

Here `atTop` means that $k$ grows without bound. Physically this is to be read as increasing speed at fixed $q$ and $w$; increasing $q$ at fixed speed would break the condition $q\ll 2mv$. For $w\ne0$ and $\mu\ne0$ the claim is

$$w\mu\,k\left(A^2-\frac1{w^2}\right)\to2 .$$

Write $D=1/(w-k\mu)$, so that $A^2-1/w^2=D^2-2D/w$. Put

$$r=kD=\frac1{w/k-\mu}\to-\frac1\mu .$$

Then

$$k\left(A^2-\frac1{w^2}\right)=r\left(\frac rk-\frac2w\right)\to\frac{2}{w\mu},$$

and multiplication by $w\mu$ gives $2$. At $\mu=0$ the amplitude is zero for every $k$, so this direction never approaches the static-hole value.

In the proof, `hr` is the limit of $r$, `hlim` combines the limits, and `e` evaluates the result. The final lines show that the combined expression equals the one in the theorem once $k$ is positive and different from $w/\mu$, the position of the pole. A limit at infinity is not affected by what happens at smaller $k$.

```lean
/-- For forward loss, `k` times the deviation of the squared amplitude from `1 / w ^ 2` tends
to `2 / w` as `k` grows. -/
theorem forward_limit {w : ℝ} (hw : 0 < w) :
    Tendsto (fun k => k * (lossAmplitude w k 1 ^ 2 - 1 / w ^ 2)) atTop (𝓝 (2 / w)) := by
  refine ((large_recoil hw.ne' one_ne_zero).div_const w).congr fun k => ?_
  rw [mul_one, mul_div_cancel_left₀ _ hw.ne']
```

Setting $\mu=1$ and dividing by $w$ gives the forward limit

$$k\left(A(w,k,1)^2-\frac1{w^2}\right)\to\frac2w .$$

The squared amplitude thus approaches $1/w^2$ with a correction that falls off only as $1/k$. For $w=2$ and $k=102$ the amplitude is $0.5+0.01=0.51$, its square exceeds $0.25$ by $0.0101$, and multiplication by $k$ gives $1.0302$, close to the limit $2/w=1$.

This limit belongs to one direction and says nothing about the angular average at large $k$. Once $k\ge w$, the pole lies inside the range of $\mu$ or at its end, and the undamped average of the square diverges.

```lean
/-- For `k > w > 0` the forward squared amplitude is strictly larger than `1 / w ^ 2`. -/
theorem forward_above_limit {w k : ℝ} (hw : 0 < w) (hkw : w < k) :
    1 / w ^ 2 < lossAmplitude w k 1 ^ 2 := by
  have h : lossAmplitude w k 1 = 1 / w + 1 / (k - w) := by
    rw [lossAmplitude, mul_one, ← neg_sub k w, div_neg, sub_neg_eq_add]
  have hp : 0 < 1 / w := one_div_pos.2 hw
  have hq : 0 < 1 / (k - w) := one_div_pos.2 (sub_pos.2 hkw)
  rw [h, ← one_div_pow]
  nlinarith [mul_pos hp hq]

end

end MovingChargeLoss
```

The last theorem gives the sign of the correction for every $k>w$, without a limit. Beyond the pole the forward amplitude is

$$A(w,k,1)=\frac1w+\frac1{k-w},$$

a sum of two positive terms, so its square is larger than $1/w^2$. In the proof, `h` is this rewriting, `hp` and `hq` state that the two terms are positive, and `nlinarith` completes the inequality from their positive product. A charge moving along $\mathbf q$ with $k>w$ therefore adds to the loss amplitude of the static hole in this model, whereas for $k\ll w$ the two terms nearly cancel.

```lean
#print axioms MovingChargeLoss.angularAverage_eq
-- 'MovingChargeLoss.angularAverage_eq' depends on axioms: [propext, Classical.choice, Quot.sound]
#print axioms MovingChargeLoss.threshold_law
-- 'MovingChargeLoss.threshold_law' depends on axioms: [propext, Classical.choice, Quot.sound]
#print axioms MovingChargeLoss.forward_limit
-- 'MovingChargeLoss.forward_limit' depends on axioms: [propext, Classical.choice, Quot.sound]
#print axioms MovingChargeLoss.forward_above_limit
-- 'MovingChargeLoss.forward_above_limit' depends on axioms: [propext, Classical.choice, Quot.sound]
```
